# For symmetric H and nonzero t, the second-order Taylor step for exp(−itH) lengthens exactly the states with Hv ≠ 0

The propagation step is modelled as a polynomial in an element $H$ of any complex algebra, with a real time step $t$, so that one definition serves operators and matrices alike and the exponential $e^{-itH}$ itself never has to be constructed. For a symmetric operator $H$ and $t\neq 0$, the theorems show that this step strictly lengthens a state $v$ exactly when $Hv\neq 0$, and that repeating the step then makes the norm grow without bound.

```lean
import Mathlib

open Filter Matrix

namespace SecondOrderTaylorPropagation

noncomputable section

/-- The second-order Taylor polynomial of `exp(-itH)`, the sum of `(-it)^k / k! H^k` over
`k = 0, 1, 2`, for an element `H` of a complex algebra (operators or square matrices). -/
def taylorTwo {R : Type*} [Ring R] [Algebra ℂ R] (H : R) (t : ℝ) : R :=
  ∑ k ∈ Finset.range 3, ((-(Complex.I * (t : ℂ))) ^ k / (k.factorial : ℂ)) • H ^ k

/-- Written out, the Taylor step is `1 - itH - (t²/2) H²`. -/
theorem taylorTwo_eq {R : Type*} [Ring R] [Algebra ℂ R] (H : R) (t : ℝ) :
    taylorTwo H t = 1 - (Complex.I * (t : ℂ)) • H - ((t : ℂ) ^ 2 / 2) • (H * H) := by
  have h0 : (-(Complex.I * (t : ℂ))) ^ 0 / (Nat.factorial 0 : ℂ) = 1 := by simp
  have h1 : (-(Complex.I * (t : ℂ))) ^ 1 / (Nat.factorial 1 : ℂ) = -(Complex.I * (t : ℂ)) := by
    simp
  have h2 : (-(Complex.I * (t : ℂ))) ^ 2 / (Nat.factorial 2 : ℂ) = -((t : ℂ) ^ 2 / 2) := by
    rw [Nat.factorial_two]
    push_cast
    linear_combination ((t : ℂ) ^ 2 / 2) * Complex.I_sq
  rw [taylorTwo, Finset.sum_range_succ, Finset.sum_range_succ, Finset.sum_range_succ,
    Finset.sum_range_zero, h0, h1, h2, pow_zero H, pow_one H, pow_two H]
  module

variable {V : Type*} [NormedAddCommGroup V] [InnerProductSpace ℂ V]

/-- The Taylor step sends a state `v` to `v - it Hv - (t²/2) H(Hv)`. -/
theorem taylorTwo_apply (H : Module.End ℂ V) (t : ℝ) (v : V) :
    taylorTwo H t v = v - (Complex.I * (t : ℂ)) • H v - ((t : ℂ) ^ 2 / 2) • H (H v) := by
  rw [taylorTwo_eq]
  rfl

/-- For a symmetric Hamiltonian, one Taylor step raises the squared norm of `v` by exactly
`(t⁴/4) ‖H²v‖²`. -/
theorem norm_sq_taylorTwo {H : Module.End ℂ V} (hH : LinearMap.IsSymmetric H) (t : ℝ) (v : V) :
    ‖taylorTwo H t v‖ ^ 2 = ‖v‖ ^ 2 + t ^ 4 / 4 * ‖H (H v)‖ ^ 2 := by
  have n : ∀ x : V, (inner ℂ x x).re = ‖x‖ ^ 2 := fun x => inner_self_eq_norm_sq (𝕜 := ℂ) x
  have c1 : (starRingEnd ℂ) (Complex.I * (t : ℂ)) = -(Complex.I * (t : ℂ)) := by simp
  have c2 : (starRingEnd ℂ) ((t : ℂ) ^ 2 / 2) = (t : ℂ) ^ 2 / 2 := by
    have hr : (t : ℂ) ^ 2 / 2 = ((t ^ 2 / 2 : ℝ) : ℂ) := by push_cast; rfl
    rw [hr, Complex.conj_ofReal]
  -- symmetry moves H from one side of the inner product to the other
  have s1 : inner ℂ (H v) v = inner ℂ v (H v) := hH v v
  have s2 : inner ℂ v (H (H v)) = inner ℂ (H v) (H v) := (hH v (H v)).symm
  have s3 : inner ℂ (H (H v)) v = inner ℂ (H v) (H v) := hH (H v) v
  have s4 : inner ℂ (H (H v)) (H v) = inner ℂ (H v) (H (H v)) := hH (H v) (H v)
  have key : inner ℂ (taylorTwo H t v) (taylorTwo H t v)
      = inner ℂ v v + ((t ^ 4 / 4 : ℝ) : ℂ) * inner ℂ (H (H v)) (H (H v)) := by
    rw [taylorTwo_apply]
    simp only [inner_sub_left, inner_sub_right, inner_smul_left, inner_smul_right, c1, c2]
    rw [s1, s2, s3, s4]
    push_cast
    linear_combination (-(t : ℂ) ^ 2 * inner ℂ (H v) (H v)) * Complex.I_sq
  have hre := congrArg Complex.re key
  rw [Complex.add_re, Complex.re_ofReal_mul, n, n, n] at hre
  exact hre

/-- For a symmetric Hamiltonian, `H²v = 0` already forces `Hv = 0`. -/
theorem apply_eq_zero_of_sq {H : Module.End ℂ V} (hH : LinearMap.IsSymmetric H) {v : V}
    (h : H (H v) = 0) : H v = 0 := by
  have h1 : inner ℂ (H v) (H v) = inner ℂ v (H (H v)) := hH v (H v)
  rw [h, inner_zero_right] at h1
  exact inner_self_eq_zero.mp h1

/-- For a symmetric Hamiltonian and any nonzero time step, the second-order Taylor step strictly
lengthens `v` if and only if `Hv` is nonzero. -/
theorem lengthens_iff {H : Module.End ℂ V} (hH : LinearMap.IsSymmetric H) {t : ℝ} (ht : t ≠ 0)
    (v : V) : ‖v‖ < ‖taylorTwo H t v‖ ↔ H v ≠ 0 := by
  have hn := norm_sq_taylorTwo hH t v
  constructor
  · intro hlt h0
    have hsq := pow_lt_pow_left₀ hlt (norm_nonneg v) two_ne_zero
    rw [h0, map_zero, norm_zero] at hn
    linarith
  · intro h0
    have hw : 0 < ‖H (H v)‖ := norm_pos_iff.mpr fun h => h0 (apply_eq_zero_of_sq hH h)
    have hpos : 0 < t ^ 4 / 4 * ‖H (H v)‖ ^ 2 := by positivity
    exact lt_of_pow_lt_pow_left₀ 2 (norm_nonneg _) (by linarith)

/-- For a symmetric Hamiltonian, `n` Taylor steps raise the squared norm of `v` by at least
`n` times `(t⁴/4) ‖H²v‖²`. -/
theorem norm_sq_steps_ge {H : Module.End ℂ V} (hH : LinearMap.IsSymmetric H) (t : ℝ) (n : ℕ)
    (v : V) :
    ‖v‖ ^ 2 + n * (t ^ 4 / 4 * ‖H (H v)‖ ^ 2) ≤ ‖(taylorTwo H t ^ n) v‖ ^ 2 := by
  induction n generalizing v with
  | zero => simp
  | succ n ih =>
    have h1 := ih (taylorTwo H t v)
    rw [norm_sq_taylorTwo hH t v] at h1
    -- the step commutes with H², so later gains are no smaller than the first
    have hc : H (H (taylorTwo H t v)) = taylorTwo H t (H (H v)) := by
      simp only [taylorTwo_apply, map_sub, map_smul]
    have h3 : ‖H (H v)‖ ^ 2 ≤ ‖H (H (taylorTwo H t v))‖ ^ 2 := by
      rw [hc, norm_sq_taylorTwo hH t (H (H v))]
      exact le_add_of_nonneg_right (by positivity)
    have h4 := mul_le_mul_of_nonneg_left
      (mul_le_mul_of_nonneg_left h3 (by positivity : 0 ≤ t ^ 4 / 4)) (Nat.cast_nonneg (α := ℝ) n)
    rw [pow_succ (taylorTwo H t) n, Module.End.mul_apply]
    push_cast
    linarith

/-- For a symmetric Hamiltonian, any nonzero time step and any `v` with `Hv` nonzero, the norm
of the propagated state grows beyond all bounds as the number of Taylor steps increases. -/
theorem norm_steps_tendsto_atTop {H : Module.End ℂ V} (hH : LinearMap.IsSymmetric H) {t : ℝ}
    (ht : t ≠ 0) {v : V} (hv : H v ≠ 0) :
    Tendsto (fun n : ℕ => ‖(taylorTwo H t ^ n) v‖) atTop atTop := by
  have hw : 0 < ‖H (H v)‖ := norm_pos_iff.mpr fun h => hv (apply_eq_zero_of_sq hH h)
  have hpos : 0 < t ^ 4 / 4 * ‖H (H v)‖ ^ 2 := by positivity
  refine tendsto_atTop.mpr fun b => ?_
  obtain ⟨N, hN⟩ := exists_nat_gt (b ^ 2 / (t ^ 4 / 4 * ‖H (H v)‖ ^ 2))
  rw [div_lt_iff₀ hpos] at hN
  filter_upwards [eventually_ge_atTop N] with n hn
  have h1 := norm_sq_steps_ge hH t n v
  have h2 := mul_le_mul_of_nonneg_right (Nat.cast_le (α := ℝ).mpr hn) hpos.le
  have h3 : b ^ 2 ≤ ‖(taylorTwo H t ^ n) v‖ ^ 2 := by linarith [sq_nonneg ‖v‖]
  exact (le_abs_self b).trans (abs_le_of_sq_le_sq h3 (norm_nonneg _))

/-- On an eigenvector with real eigenvalue `E`, the squared norm after `n` Taylor steps is
`(1 + (tE)⁴/4)^n` times the initial one. -/
theorem norm_sq_steps_eigenvector {H : Module.End ℂ V} (t E : ℝ) {v : V}
    (hv : H v = (E : ℂ) • v) (n : ℕ) :
    ‖(taylorTwo H t ^ n) v‖ ^ 2 = (1 + (t * E) ^ 4 / 4) ^ n * ‖v‖ ^ 2 := by
  have hz : ∀ a b : ℝ, ‖(a : ℂ) - (b : ℂ) * Complex.I‖ ^ 2 = a ^ 2 + b ^ 2 := by
    intro a b
    rw [Complex.sq_norm, Complex.normSq_apply]
    simp
    ring
  -- one step multiplies the eigenvector by a complex number
  have hP : taylorTwo H t v
      = (((1 - (t * E) ^ 2 / 2 : ℝ) : ℂ) - ((t * E : ℝ) : ℂ) * Complex.I) • v := by
    rw [taylorTwo_apply, hv, map_smul, hv]
    push_cast
    module
  induction n with
  | zero => simp
  | succ n ih =>
    rw [pow_succ (taylorTwo H t) n, Module.End.mul_apply, hP, map_smul, norm_smul, mul_pow, hz, ih]
    ring

/-- For a Hermitian matrix `A` and any nonzero time step, the second-order Taylor polynomial of
`exp(-itA)` strictly lengthens the column vector `v` if and only if `Av` is nonzero. -/
theorem hermitian_matrix_lengthens_iff {m : Type*} [Fintype m] [DecidableEq m]
    {A : Matrix m m ℂ} (hA : A.IsHermitian) {t : ℝ} (ht : t ≠ 0) (v : m → ℂ) :
    ‖WithLp.toLp 2 v‖ < ‖WithLp.toLp 2 (taylorTwo A t *ᵥ v)‖ ↔ A *ᵥ v ≠ 0 := by
  let H : Module.End ℂ (EuclideanSpace ℂ m) := Matrix.toEuclideanLin A
  have hH : LinearMap.IsSymmetric H := isSymmetric_toEuclideanLin_iff.mpr hA
  have happ : ∀ w : m → ℂ, H (WithLp.toLp 2 w) = WithLp.toLp 2 (A *ᵥ w) := fun _ => rfl
  -- the matrix polynomial acts as the operator polynomial
  have hP : WithLp.toLp 2 (taylorTwo A t *ᵥ v) = taylorTwo H t (WithLp.toLp 2 v) := by
    rw [taylorTwo_apply, happ, happ, taylorTwo_eq, Matrix.sub_mulVec, Matrix.sub_mulVec,
      Matrix.one_mulVec, Matrix.smul_mulVec, Matrix.smul_mulVec, ← Matrix.mulVec_mulVec]
    rfl
  rw [hP, lengthens_iff hH ht, happ]
  simp

end

end SecondOrderTaylorPropagation
```

```lean
#print axioms SecondOrderTaylorPropagation.norm_steps_tendsto_atTop
-- 'SecondOrderTaylorPropagation.norm_steps_tendsto_atTop' depends on axioms: [propext, Classical.choice, Quot.sound]
#print axioms SecondOrderTaylorPropagation.norm_sq_steps_eigenvector
-- 'SecondOrderTaylorPropagation.norm_sq_steps_eigenvector' depends on axioms: [propext, Classical.choice, Quot.sound]
#print axioms SecondOrderTaylorPropagation.hermitian_matrix_lengthens_iff
-- 'SecondOrderTaylorPropagation.hermitian_matrix_lengthens_iff' depends on axioms: [propext, Classical.choice, Quot.sound]
```

## The step, the states and the Hamiltonian

The definition `taylorTwo H t` is the sum of $(-it)^k H^k/k!$ over `Finset.range 3`, that is, over $k=0,1,2$. Call it $P$. Written out,
$$P = 1 - itH - \tfrac{t^2}{2}H^2 ,$$
which is the content of `taylorTwo_eq`. Its proof evaluates the three coefficients, using $i^2=-1$ for the last, and `module` collects the terms.

The states live in `V`, a complex inner product space. The Hamiltonian is `H : Module.End ℂ V`, a linear map defined on all of `V`, and `LinearMap.IsSymmetric H` says that $\langle Hx,y\rangle=\langle x,Hy\rangle$ for all $x$ and $y$. Units are such that $\hbar=1$, and $H$ does not depend on time. The inner product is conjugate-linear in its first argument, as in Dirac notation.

Neither finite dimension nor completeness is assumed. An unbounded Hamiltonian can be treated if `V` is taken to be a space of well-behaved wave functions that $H$ maps into itself. A self-adjoint operator defined only on part of a Hilbert space does not fit the type directly. A Hamiltonian with an absorbing potential is not symmetric, so the norm results that assume symmetry do not apply to it.

Exact evolution under a self-adjoint, time-independent Hamiltonian preserves the norm, and with it the total probability. The theorems describe how the truncated series fails to do so when it is applied repeatedly with a fixed step and no renormalisation. The same statements apply to rotations: if $H$ is a component of angular momentum in units of $\hbar$, then $t$ is the rotation angle per step, and for small angles $P$ approximates the rotation operator.

## The exact gain in one step

By `taylorTwo_apply`, the new state is $Pv = v - itHv - \tfrac{t^2}{2}H^2v$. Its squared norm consists of three squares and three cross terms. The squares are
$$\|v\|^2,\qquad t^2\|Hv\|^2,\qquad \tfrac{t^4}{4}\|H^2v\|^2 .$$

The cross term between the first and second parts is
$$2\,\mathrm{Re}\,\langle v,-itHv\rangle = 2\,\mathrm{Re}\bigl(-it\langle v,Hv\rangle\bigr)=0,$$
because symmetry makes $\langle v,Hv\rangle$ real. The one between the second and third parts is
$$2\,\mathrm{Re}\,\bigl\langle -itHv,-\tfrac{t^2}{2}H^2v\bigr\rangle = \mathrm{Re}\bigl(-it^3\langle Hv,H(Hv)\rangle\bigr)=0$$
for the same reason, with $Hv$ in place of $v$. The remaining one is
$$2\,\mathrm{Re}\,\bigl\langle v,-\tfrac{t^2}{2}H^2v\bigr\rangle=-t^2\langle v,H^2v\rangle=-t^2\|Hv\|^2 ,$$
and it cancels the second square. What is left is
$$\|Pv\|^2=\|v\|^2+\tfrac{t^4}{4}\|H^2v\|^2 .$$

This is `norm_sq_taylorTwo`, an identity that holds for every real $t$. In its proof, `c1` and `c2` record the complex conjugates of the two coefficients. The facts `s1` to `s4` move $H$ across the inner product, so that matching terms acquire the same form. The `simp only` call expands the product, and `linear_combination` completes the cancellation with $i^2=-1$. Taking real parts turns the complex identity into one about squared norms.

## Which states are lengthened

The gain contains $H^2v$, whereas the criterion is stated with $Hv$. The two conditions agree because, if $H^2v=0$, symmetry gives
$$\|Hv\|^2=\langle Hv,Hv\rangle=\langle v,H^2v\rangle=0 ,$$
and hence $Hv=0$. This is `apply_eq_zero_of_sq`.

The theorem `lengthens_iff` follows in both directions. If $Hv=0$, the gain vanishes and the norm is unchanged, which contradicts strict lengthening. If $Hv\neq0$, then $H^2v\neq0$, and since $t\neq0$ the gain is positive. In Lean, `positivity` establishes the sign, and the comparison of squares is then converted into a comparison of norms. The condition $t\neq0$ excludes the trivial step $P=1$, which lengthens nothing.

For a rotation about the $z$ axis, the states that keep their norm are therefore those annihilated by $J_z$. Every other state is lengthened, however small the nonzero angle.

## Growth over many steps

A gain in the first step would not by itself rule out a bounded norm, since later gains might shrink. They do not, because $P$ is a polynomial in $H$ and commutes with $H^2$. Applying the one-step identity to the vector $H^2v$ gives
$$\|H^2Pv\|^2=\|PH^2v\|^2=\|H^2v\|^2+\tfrac{t^4}{4}\|H^4v\|^2\geq\|H^2v\|^2 .$$
The quantity that sets the gain therefore never decreases from one step to the next.

Write $g=\tfrac{t^4}{4}\|H^2v\|^2$ for the first gain. The theorem `norm_sq_steps_ge` states that
$$\|P^nv\|^2\geq\|v\|^2+n\,g$$
for every natural number $n$. At $n=0$ both sides are $\|v\|^2$. For the induction step, write $P^{n+1}v=P^n(Pv)$ and apply the bound for $n$ steps to the starting vector $Pv$:
$$\|P^{n+1}v\|^2\geq\|Pv\|^2+n\,\tfrac{t^4}{4}\|H^2Pv\|^2\geq\|v\|^2+g+n\,g .$$
The phrase `generalizing v` in the Lean proof is what allows the induction hypothesis to be used for $Pv$ instead of $v$. The commutation is `hc`, the comparison of gains is `h3`, and `linarith` adds up the inequalities.

If $t\neq0$ and $Hv\neq0$, then $g>0$. Given any real bound $b$, choose a natural number $N>b^2/g$. For all $n\geq N$,
$$\|P^nv\|^2\geq n\,g\geq b^2 ,$$
so $\|P^nv\|\geq b$. This is how `norm_steps_tendsto_atTop` is proved. In its statement, `Tendsto … atTop atTop` means that the norm eventually exceeds every bound as the number of steps increases.

The limit is taken at a fixed step $t$, so the total propagation time $n|t|$ grows as well. It shows that, for a nonzero symmetric $H$, no nonzero fixed step keeps the norms of all propagated states bounded. It is not a statement about refining the step over a fixed total time.

## The growth factor of an energy eigenstate

For an eigenvector the growth can be given exactly. Suppose $Hv=Ev$ with $E$ real, and put $x=tE$. Then
$$Pv=\Bigl(1-\tfrac{x^2}{2}-ix\Bigr)v ,$$
and the squared modulus of the factor is
$$\Bigl(1-\tfrac{x^2}{2}\Bigr)^2+x^2=1-x^2+\tfrac{x^4}{4}+x^2=1+\tfrac{x^4}{4} .$$
Each step multiplies the state by the same complex number, so
$$\|P^nv\|^2=\Bigl(1+\tfrac{(tE)^4}{4}\Bigr)^n\|v\|^2 .$$

This is `norm_sq_steps_eigenvector`. The theorem does not assume that $H$ is symmetric; it needs only the eigenvalue equation and a real $E$. In the proof, `hP` computes the factor, `hz` gives the squared modulus of a number of the form $a-ib$, and an induction over the steps collects the powers.

For a normalised eigenstate of $J_z$ with magnetic quantum number $m$, the squared norm after $n$ steps of angle $t$ is $(1+(tm)^4/4)^n$. For $t\neq0$, components with larger $|m|$ are amplified more strongly, so in a superposition of components with different $|m|$ the truncation also changes the relative weights. Renormalising the whole state restores its length but not those weights.

## Hermitian matrices and column vectors

The last theorem, `hermitian_matrix_lengthens_iff`, restates the one-step criterion for a finite square matrix `A` with `A.IsHermitian`. The expression `A *ᵥ v` is the matrix applied to the column vector `v`. The wrapper `WithLp.toLp 2` selects the Euclidean norm $\bigl(\sum_j|v_j|^2\bigr)^{1/2}$, which is the one that measures probability when the $v_j$ are amplitudes in an orthonormal basis; without the wrapper, Lean would use the largest $|v_j|$ as the norm of a column.

The proof regards `A` as an operator on Euclidean space, where Hermiticity of the matrix becomes symmetry of the operator. The step `hP` checks that the matrix polynomial acts on columns as the operator polynomial does, and `lengthens_iff` then gives the result. The growth theorems are stated for operators, and a Hermitian matrix comes under them through the same identification.
